# Rainbow couplings underbind a polaron on a finite phonon ladder

## One electron, one phonon mode

An electron on a single site, with its bare energy set to zero, couples to one phonon mode:
\[
H=w\,a^\dagger a+g\,(a+a^\dagger),\qquad w,g>0,\ \hbar=1.
\]
Here \(w\) is the phonon energy, often written \(\omega_0\), and \(g\) is the coupling. How does the ground energy change when crossed phonon diagrams are left out?

```lean
import Mathlib

open Matrix

namespace RainbowPolaron

noncomputable section
```

A ground energy is the least \(\mu\) for which \(Av=\mu v\) has a nonzero solution \(v\). Vectors need not be normalised.

```lean
/-- `E` is the lowest eigenvalue of the real matrix `A`. -/
def IsGroundEnergy {n : Type*} [Fintype n] (A : Matrix n n ℝ) (E : ℝ) : Prop :=
  IsLeast {μ : ℝ | ∃ v : n → ℝ, v ≠ 0 ∧ A *ᵥ v = μ • v} E
```

The phonon number runs over \(n=0,\dots,N-1\). Level \(n\) has energy \(nw\), and \(c_n\) couples levels \(n-1\) and \(n\).

```lean
/-- The phonon ladder with `N` levels of energy `0, w, 2w, ...`, in which `c n` couples
the levels with `n - 1` and `n` phonons. -/
def ladder (N : ℕ) (w : ℝ) (c : ℕ → ℝ) : Matrix (Fin N) (Fin N) ℝ :=
  Matrix.of fun i j =>
    if (i : ℕ) = j then (i : ℕ) * w
    else if (i : ℕ) + 1 = j then c j
    else if (j : ℕ) + 1 = i then c i
    else 0
```

The Hamiltonian has \(\langle n-1|H|n\rangle=g\sqrt n\).

```lean
/-- The ladder with the exact boson matrix elements `g √n`. -/
def exactLadder (N : ℕ) (w g : ℝ) : Matrix (Fin N) (Fin N) ℝ :=
  ladder N w fun n => g * √(n : ℝ)
```

In a rainbow diagram the phonon emitted last is absorbed first, so the factor \(n\) in \(ng^2\), which counts the phonons available for absorption, becomes 1. The self-energy is then \(\Sigma(\varepsilon)=g^2G(\varepsilon-w)\), where \(G\) is the electron's Green function at energy \(\varepsilon\). Iterating this gives the continued fraction of a ladder with constant coupling \(g\). This identification with diagrams is argued here in prose; the theorems compare the matrices. The "ground energy" of the rainbow ladder is the lowest pole of the approximate \(G\).

```lean
/-- The ladder with the constant coupling `g` of the rainbow diagrams. -/
def rainbowLadder (N : ℕ) (w g : ℝ) : Matrix (Fin N) (Fin N) ℝ :=
  ladder N w fun _ => g
```

One more definition serves the comparison: amplitudes with alternating signs, \(u_n=(-1)^n|v_n|\).

```lean
/-- The amplitudes `v n` replaced by `(-1)^n |v n|`. -/
def staggered {N : ℕ} (v : Fin N → ℝ) : Fin N → ℝ :=
  fun i => (-1) ^ (i : ℕ) * |v i|
```

## Lowest eigenvalues and trial vectors

The ladder is real, and exchanging its indices leaves each entry unchanged.

```lean
/-- Every phonon ladder is a Hermitian matrix. -/
theorem ladder_isHermitian (N : ℕ) (w : ℝ) (c : ℕ → ℝ) : (ladder N w c).IsHermitian := by
  ext i j
  by_cases h : i = j
  · subst h
    simp
  · have h' : (i : ℕ) ≠ j := fun e => h (Fin.ext e)
    simp only [conjTranspose_apply, ladder, of_apply, star_trivial]
    split_ifs <;> first | rfl | omega
```

Eigenvalues are roots of the characteristic polynomial, so there are finitely many. The spectral theorem supplies at least one, hence a least one exists.

```lean
/-- A real symmetric matrix of positive size has a lowest eigenvalue. -/
theorem exists_groundEnergy {n : Type*} [Fintype n] [DecidableEq n] [Nonempty n]
    {A : Matrix n n ℝ} (hA : A.IsHermitian) : ∃ E, IsGroundEnergy A E := by
  -- the eigenvalues are roots of the characteristic polynomial, hence finitely many
  have hfin : {μ : ℝ | ∃ v : n → ℝ, v ≠ 0 ∧ A *ᵥ v = μ • v}.Finite := by
    refine A.charpoly.roots.toFinset.finite_toSet.subset ?_
    rintro μ ⟨v, hv0, hv⟩
    have hdet : (Matrix.scalar n μ - A).det = 0 := by
      refine Matrix.exists_mulVec_eq_zero_iff.mp ⟨v, hv0, ?_⟩
      rw [Matrix.sub_mulVec, hv]
      ext i
      simp [Matrix.scalar_apply]
    rw [Finset.mem_coe, Multiset.mem_toFinset,
      Polynomial.mem_roots A.charpoly_monic.ne_zero, Polynomial.IsRoot.def,
      Matrix.eval_charpoly, hdet]
  obtain ⟨i⟩ := ‹Nonempty n›
  obtain ⟨E, hE, hmin⟩ := Set.exists_min_image _ id hfin
    ⟨hA.eigenvalues i, (hA.eigenvectorBasis i).ofLp,
      fun h => hA.eigenvectorBasis.orthonormal.ne_zero i (by ext k; exact congrFun h k),
      hA.mulVec_eigenvectorBasis i⟩
  exact ⟨E, hE, fun μ hμ => hmin μ hμ⟩
```

If \(E\) is the lowest eigenvalue of a real symmetric matrix \(A\), then \(A-E\,\mathbb 1\) has no negative eigenvalue and is positive semidefinite. Thus \(v\cdot(A-E\,\mathbb 1)v\ge0\), or for \(v\neq0\)
\[
\frac{v\cdot Av}{v\cdot v}\ge E .
\]

```lean
/-- Variational principle: for a real symmetric matrix no trial vector has an energy
expectation below the lowest eigenvalue. -/
theorem variational {n : Type*} [Fintype n] [DecidableEq n] {A : Matrix n n ℝ}
    (hA : A.IsHermitian) {E : ℝ} (hE : IsGroundEnergy A E) (v : n → ℝ) :
    E * (v ⬝ᵥ v) ≤ v ⬝ᵥ A *ᵥ v := by
  have hsub : ∀ x : n → ℝ, (A - E • (1 : Matrix n n ℝ)) *ᵥ x = A *ᵥ x - E • x := by
    intro x
    rw [Matrix.sub_mulVec, Matrix.smul_mulVec, Matrix.one_mulVec]
  have hB : (A - E • (1 : Matrix n n ℝ)).IsHermitian :=
    hA.sub (by simp [Matrix.IsHermitian])
  -- the shifted matrix has no negative eigenvalue
  have hP : (A - E • (1 : Matrix n n ℝ)).PosSemidef := by
    refine hB.posSemidef_iff_eigenvalues_nonneg.mpr fun i => ?_
    have h := hB.mulVec_eigenvectorBasis i
    rw [hsub] at h
    have hle : E ≤ E + hB.eigenvalues i :=
      hE.2 ⟨(hB.eigenvectorBasis i).ofLp,
        fun h0 => hB.eigenvectorBasis.orthonormal.ne_zero i (by ext k; exact congrFun h0 k),
        by rw [add_smul, ← h]; abel⟩
    change 0 ≤ hB.eigenvalues i
    linarith
  have h := hP.dotProduct_mulVec_nonneg v
  rw [hsub, star_trivial, dotProduct_sub, dotProduct_smul, smul_eq_mul] at h
  linarith
```

## At most one phonon

From here on, \(E\) is the lowest eigenvalue of the two-level matrix. Its eigenvalue equations are \(gv_1=\mu v_0\) and \(gv_0+wv_1=\mu v_1\). If \(v_0=0\), then \(v_1=0\) too; so \(v_0\ne0\), and elimination gives \(\mu^2-w\mu-g^2=0\). The lower root is
\[
E=\tfrac12\left(w-\sqrt{w^2+4g^2}\right),
\]
with eigenvector \((g,E)\). In Lean, a \(\mu\) below this root would make both factors of the quadratic positive, a contradiction.

```lean
/-- For `g ≠ 0` the lowest eigenvalue with at most one phonon is `(w - √(w² + 4g²)) / 2`. -/
theorem twoLevel_groundEnergy (w : ℝ) {g : ℝ} (hg : g ≠ 0) :
    IsGroundEnergy !![0, g; g, w] ((w - √(w ^ 2 + 4 * g ^ 2)) / 2) := by
  have hs := Real.sq_sqrt (show 0 ≤ w ^ 2 + 4 * g ^ 2 by positivity)
  have hs0 := Real.sqrt_nonneg (w ^ 2 + 4 * g ^ 2)
  generalize √(w ^ 2 + 4 * g ^ 2) = s at hs hs0 ⊢
  have hm : ∀ v : Fin 2 → ℝ, !![0, g; g, w] *ᵥ v = ![g * v 1, g * v 0 + w * v 1] := by
    intro v
    ext i
    fin_cases i <;> simp [Matrix.mulVec, dotProduct, Fin.sum_univ_two]
  constructor
  · refine ⟨![g, (w - s) / 2], fun h => hg (congrFun h 0), ?_⟩
    rw [hm]
    ext i
    fin_cases i
    · change g * ((w - s) / 2) = (w - s) / 2 * g
      ring
    · change g * g + w * ((w - s) / 2) = (w - s) / 2 * ((w - s) / 2)
      linear_combination (-1 / 4) * hs
  · rintro μ ⟨v, hv0, hv⟩
    rw [hm] at hv
    have r0 : g * v 1 = μ * v 0 := congrFun hv 0
    have r1 : g * v 0 + w * v 1 = μ * v 1 := congrFun hv 1
    have h0 : v 0 ≠ 0 := by
      intro h
      rw [h, mul_zero] at r0
      have h1 := (mul_eq_zero.mp r0).resolve_left hg
      apply hv0
      ext i
      fin_cases i
      exacts [h, h1]
    have hq : μ ^ 2 - w * μ - g ^ 2 = 0 :=
      mul_right_cancel₀ h0 (by linear_combination (w - μ) * r0 - g * r1)
    by_contra hlt
    have hlt' := not_le.mp hlt
    nlinarith [mul_pos (show 0 < w - 2 * μ - s by linarith)
      (show 0 < w - 2 * μ + s by linarith)]
```

Since \(\sqrt{w^2+4g^2}>|w|\), this energy is negative, and it satisfies \(E^2=wE+g^2\).

```lean
/-- For `g ≠ 0` the lowest two-level energy is negative and solves `E² = w E + g²`. -/
theorem twoLevel_secular {w g E : ℝ} (hg : g ≠ 0)
    (hE : IsGroundEnergy !![0, g; g, w] E) : E < 0 ∧ E ^ 2 = w * E + g ^ 2 := by
  have hEq := IsLeast.unique hE (twoLevel_groundEnergy w hg)
  have hs := Real.sq_sqrt (show 0 ≤ w ^ 2 + 4 * g ^ 2 by positivity)
  have hs0 := Real.sqrt_nonneg (w ^ 2 + 4 * g ^ 2)
  generalize √(w ^ 2 + 4 * g ^ 2) = s at hs hs0 hEq
  have hg2 : 0 < g ^ 2 := by positivity
  subst hEq
  constructor
  · by_contra h
    have h' : s ≤ w := by linarith [not_lt.mp h]
    nlinarith [mul_nonneg (sub_nonneg.2 h') (show 0 ≤ w + s by linarith)]
  · linear_combination (1 / 4) * hs
```

## Amplitudes and signs on the ladder

Let \(v\) be an eigenvector of the ladder with any eigenvalue \(\mu\), which the next Lean statement calls `E`. If \(v_0=\dots=v_n=0\), row \(n\) reduces to \(c_{n+1}v_{n+1}=0\). With nonzero couplings, a vanishing \(v_0\) would therefore make every amplitude vanish, by induction on \(n\).

```lean
/-- If no coupling vanishes, every eigenvector of the ladder has a nonzero
zero-phonon amplitude. -/
theorem vacuum_amplitude_ne_zero {M : ℕ} {w E : ℝ} {c : ℕ → ℝ} (hc : ∀ n, 1 ≤ n → c n ≠ 0)
    {v : Fin (M + 1) → ℝ} (hv0 : v ≠ 0) (hv : ladder (M + 1) w c *ᵥ v = E • v) :
    v 0 ≠ 0 := by
  intro h0
  -- row `n` of the eigenvalue equation passes the zero on to level `n + 1`
  have key : ∀ n : ℕ, ∀ j : Fin (M + 1), (j : ℕ) ≤ n → v j = 0 := by
    intro n
    induction n with
    | zero =>
      intro j hj
      have hj0 : j = 0 := Fin.ext (by simpa using hj)
      rw [hj0, h0]
    | succ n ih =>
      intro j hj
      rcases Nat.lt_or_ge (j : ℕ) (n + 1) with h | h
      · exact ih j (by omega)
      · have hjn : (j : ℕ) = n + 1 := by omega
        have hlt := j.isLt
        obtain ⟨i, hi⟩ : ∃ i : Fin (M + 1), (i : ℕ) = n := ⟨⟨n, by omega⟩, rfl⟩
        have row := congrFun hv i
        have hs : (ladder (M + 1) w c *ᵥ v) i = c (n + 1) * v j := by
          change ∑ k, ladder (M + 1) w c i k * v k = _
          rw [Finset.sum_eq_single j]
          · simp [ladder, hi, hjn]
          · intro k _ hk
            by_cases hkn : (k : ℕ) ≤ n
            · rw [ih k hkn, mul_zero]
            · have hk' : (k : ℕ) ≠ n + 1 := fun e => hk (Fin.ext (by omega))
              simp only [ladder, of_apply]
              rw [if_neg (by omega), if_neg (by omega), if_neg (by omega), zero_mul]
          · simp
        rw [hs, Pi.smul_apply, ih i hi.le, smul_zero] at row
        exact (mul_eq_zero.mp row).resolve_left (hc _ (by omega))
  exact hv0 (funext fun j => key j j le_rfl)
```

Now let \(0\le c_n\le d_n\). Diagonal contributions \(nwv_n^2\) are the same for \(u\) and \(v\). Between neighbours,
\[
d_nu_{n-1}u_n=-d_n|v_{n-1}v_n|\le-c_n|v_{n-1}v_n|\le c_nv_{n-1}v_n .
\]
`split_ifs` separates the diagonal, the two neighbouring cases and the zero entries.

```lean
/-- If `0 ≤ c n ≤ d n` for `n ≥ 1`, then passing to staggered amplitudes and to the
couplings `d` raises no single contribution to the energy. -/
theorem staggered_entry_le {N : ℕ} {w : ℝ} {c d : ℕ → ℝ} (hc : ∀ n, 1 ≤ n → 0 ≤ c n)
    (hcd : ∀ n, 1 ≤ n → c n ≤ d n) (v : Fin N → ℝ) (i j : Fin N) :
    staggered v i * (ladder N w d i j * staggered v j) ≤ v i * (ladder N w c i j * v j) := by
  have hs : ((-1 : ℝ) ^ (i : ℕ)) ^ 2 = 1 := by
    rw [← pow_mul, mul_comm, pow_mul]
    norm_num
  have hab : -(|v i| * |v j|) ≤ v i * v j := by
    rw [← abs_mul]
    exact neg_abs_le _
  have key : ∀ k, 1 ≤ k → -(d k * (|v i| * |v j|)) ≤ c k * (v i * v j) := by
    intro k hk
    have h1 := mul_le_mul_of_nonneg_right (hcd k hk)
      (mul_nonneg (abs_nonneg (v i)) (abs_nonneg (v j)))
    have h2 := mul_le_mul_of_nonneg_left hab (hc k hk)
    linarith
  -- neighbouring levels carry opposite signs
  have flip : ∀ k, 1 ≤ k → (-1 : ℝ) ^ (j : ℕ) = -(-1) ^ (i : ℕ) →
      (-1) ^ (i : ℕ) * |v i| * (d k * ((-1) ^ (j : ℕ) * |v j|)) ≤ v i * (c k * v j) := by
    intro k hk hj
    calc _ = -(d k * (|v i| * |v j|)) := by
          rw [hj]
          linear_combination (-(d k) * |v i| * |v j|) * hs
      _ ≤ c k * (v i * v j) := key k hk
      _ = _ := by ring
  simp only [ladder, of_apply, staggered]
  split_ifs with h1 h2 h3
  · obtain rfl : i = j := Fin.ext h1
    apply le_of_eq
    linear_combination ((i : ℕ) * w * |v i| ^ 2) * hs + ((i : ℕ) * w) * sq_abs (v i)
  · exact flip j (by omega) (by rw [← h2, pow_succ]; ring)
  · exact flip i (by omega) (by rw [← h3, pow_succ]; ring)
  · simp
```

## A second phonon lowers the energy

Take the trial vector \(t=(g,E,e,0,\dots)\) with \(e=-gE/(2w-E)>0\). On the rainbow ladder \(A_r\),
\[
t\cdot A_rt=wE^2+2we^2+2g^2E+2gEe .
\]
The secular equation gives \(wE^2+2g^2E=E(g^2+E^2)\), and the choice of \(e\) gives \(2we^2=Ee^2-gEe\). Hence
\[
\frac{t\cdot A_rt}{t\cdot t}=E+\frac{gEe}{g^2+E^2+e^2}<E,
\]
and the variational bound puts the rainbow energy \(E_r\) below \(E\).

```lean
/-- For `w, g > 0` and at least three levels, the rainbow ground energy lies strictly below
that of the two-level problem with at most one phonon. -/
theorem rainbow_lt_twoLevel {N : ℕ} (hN : 3 ≤ N) {w g Er E : ℝ} (hw : 0 < w) (hg : 0 < g)
    (hr : IsGroundEnergy (rainbowLadder N w g) Er)
    (h2 : IsGroundEnergy !![0, g; g, w] E) : Er < E := by
  obtain ⟨M, rfl⟩ := Nat.exists_eq_add_of_le' hN
  obtain ⟨hneg, hsec⟩ := twoLevel_secular hg.ne' h2
  have hD : 0 < 2 * w - E := by linarith
  -- a two-phonon amplitude `e` is added to the two-level ground vector
  obtain ⟨e, he⟩ : ∃ e, e * (2 * w - E) = -(g * E) :=
    ⟨-(g * E) / (2 * w - E), div_mul_cancel₀ _ hD.ne'⟩
  have hgE : g * E < 0 := mul_neg_of_pos_of_neg hg hneg
  have he0 : 0 < e := by
    by_contra h
    nlinarith [mul_nonneg (neg_nonneg.2 (not_lt.mp h)) hD.le]
  let t : Fin (M + 3) → ℝ := fun i =>
    if (i : ℕ) = 0 then g else if (i : ℕ) = 1 then E else if (i : ℕ) = 2 then e else 0
  have htt : t ⬝ᵥ t = g ^ 2 + E ^ 2 + e ^ 2 := by
    simp [t, dotProduct, Fin.sum_univ_succ]
    ring
  have htJ : t ⬝ᵥ rainbowLadder (M + 3) w g *ᵥ t
      = w * E ^ 2 + 2 * w * e ^ 2 + 2 * g ^ 2 * E + 2 * g * E * e := by
    simp [t, dotProduct, Matrix.mulVec, rainbowLadder, ladder, Fin.sum_univ_succ]
    ring
  have hvar : Er * (t ⬝ᵥ t) ≤ t ⬝ᵥ rainbowLadder (M + 3) w g *ᵥ t :=
    variational (ladder_isHermitian _ _ _) hr t
  rw [htt, htJ] at hvar
  have hgain : w * E ^ 2 + 2 * w * e ^ 2 + 2 * g ^ 2 * E + 2 * g * E * e
      = E * (g ^ 2 + E ^ 2 + e ^ 2) + g * E * e := by
    linear_combination e * he - E * hsec
  have hlt : g * E * e < 0 := mul_neg_of_neg_of_pos hgE he0
  exact lt_of_mul_lt_mul_right (a := g ^ 2 + E ^ 2 + e ^ 2) (by linarith) (by positivity)
```

## The exact couplings bind more strongly

The final theorem says that for \(N\ge3\) and \(w,g>0\), the lowest eigenvalues `Ex`, `Er` and `E` of the exact, rainbow and two-level matrices satisfy \(E_x<E_r<E\).

Let \(v\) be the rainbow ground vector, so \(v_0\ne0\). Row 0 reads \(gv_1=E_rv_0\), and \(E_r<0\) gives \(v_1\ne0\). If \(v_2=0\), rows 0 and 1 would give \(E_r^2-wE_r-g^2=0\), but \(E_r\) lies below the lower root \(E\). So \(v_2\ne0\), and
\[
-\sqrt2\,g|v_1v_2|<-g|v_1v_2|\le gv_1v_2 .
\]
No other contribution rises, so `Finset.sum_lt_sum` gives \(u\cdot A_xu<v\cdot A_rv=E_r\,v\cdot v\), with \(A_x\) the exact ladder. As \(u\cdot u=v\cdot v\), the variational bound yields \(E_x<E_r\).

```lean
/-- For `w, g > 0` and at least three levels, the ground energy with the exact couplings
`g √n` is strictly below the rainbow one, which is strictly below the two-level one. -/
theorem rainbow_underbinds {N : ℕ} (hN : 3 ≤ N) {w g Ex Er E : ℝ} (hw : 0 < w) (hg : 0 < g)
    (hx : IsGroundEnergy (exactLadder N w g) Ex)
    (hr : IsGroundEnergy (rainbowLadder N w g) Er)
    (h2 : IsGroundEnergy !![0, g; g, w] E) : Ex < Er ∧ Er < E := by
  have hlt := rainbow_lt_twoLevel hN hw hg hr h2
  refine ⟨?_, hlt⟩
  obtain ⟨hneg, hsec⟩ := twoLevel_secular hg.ne' h2
  obtain ⟨M, rfl⟩ := Nat.exists_eq_add_of_le' hN
  obtain ⟨v, hv0, hv⟩ := hr.1
  have h0 : v 0 ≠ 0 := vacuum_amplitude_ne_zero (fun _ _ => hg.ne') hv0 hv
  have r0 : g * v 1 = Er * v 0 := by
    simpa [Matrix.mulVec, dotProduct, rainbowLadder, ladder, Fin.sum_univ_succ]
      using congrFun hv 0
  have r1 : g * v 0 + (w * v 1 + g * v 2) = Er * v 1 := by
    simpa [Matrix.mulVec, dotProduct, rainbowLadder, ladder, Fin.sum_univ_succ]
      using congrFun hv 1
  -- the one- and two-phonon amplitudes of the rainbow ground state do not vanish
  have h1 : v 1 ≠ 0 := by
    intro h
    rw [h, mul_zero] at r0
    exact mul_ne_zero (by linarith : Er < 0).ne h0 r0.symm
  have hv2 : v 2 ≠ 0 := by
    intro h
    have hz : (Er ^ 2 - w * Er - g ^ 2) * v 0 = 0 := by
      linear_combination (w - Er) * r0 - g * r1 + g ^ 2 * h
    have hpos : 0 < Er ^ 2 - w * Er - g ^ 2 := by
      nlinarith [mul_pos (sub_pos.2 hlt) (show 0 < w - Er - E by linarith)]
    exact mul_ne_zero hpos.ne' h0 hz
  have hentry := staggered_entry_le (w := w) (c := fun _ => g) (d := fun n => g * √(n : ℝ))
    (fun _ _ => hg.le) (fun n hn => le_mul_of_one_le_right hg.le
      (Real.one_le_sqrt.2 (by exact_mod_cast hn))) v
  -- the coupling between one and two phonons gains strictly, since `√2 > 1`
  have hstrict : staggered v 1 * (exactLadder (M + 3) w g 1 2 * staggered v 2)
      < v 1 * (rainbowLadder (M + 3) w g 1 2 * v 2) := by
    have e1 : staggered v 1 = -|v 1| := by simp [staggered]
    have hmod : 2 % (M + 3) = 2 := Nat.mod_eq_of_lt (by omega)
    have e2 : staggered v 2 = |v 2| := by simp [staggered, hmod]
    have e3 : exactLadder (M + 3) w g 1 2 = g * √2 := by simp [exactLadder, ladder, hmod]
    have e4 : rainbowLadder (M + 3) w g 1 2 = g := by simp [rainbowLadder, ladder, hmod]
    rw [e1, e2, e3, e4]
    have hp : 0 < |v 1| * |v 2| := mul_pos (abs_pos.2 h1) (abs_pos.2 hv2)
    have hq : -(|v 1| * |v 2|) ≤ v 1 * v 2 := by
      rw [← abs_mul]
      exact neg_abs_le _
    have hs : 1 < √(2 : ℝ) := (Real.lt_sqrt (by norm_num)).2 (by norm_num)
    nlinarith [mul_pos (mul_pos hg hp) (sub_pos.2 hs), mul_le_mul_of_nonneg_left hq hg.le]
  have henergy : staggered v ⬝ᵥ exactLadder (M + 3) w g *ᵥ staggered v
      < v ⬝ᵥ rainbowLadder (M + 3) w g *ᵥ v := by
    simp only [dotProduct, Matrix.mulVec, Finset.mul_sum]
    exact Finset.sum_lt_sum (fun i _ => Finset.sum_le_sum fun j _ => hentry i j)
      ⟨1, Finset.mem_univ _, Finset.sum_lt_sum (fun j _ => hentry 1 j)
        ⟨2, Finset.mem_univ _, hstrict⟩⟩
  have hnorm : staggered v ⬝ᵥ staggered v = v ⬝ᵥ v := by
    refine Finset.sum_congr rfl fun i _ => ?_
    have hs : ((-1 : ℝ) ^ (i : ℕ)) ^ 2 = 1 := by
      rw [← pow_mul, mul_comm, pow_mul]
      norm_num
    simp only [staggered]
    linear_combination |v i| ^ 2 * hs + sq_abs (v i)
  have hvar := variational (ladder_isHermitian _ _ _) hx (staggered v)
  rw [hnorm] at hvar
  rw [hv, dotProduct_smul, smul_eq_mul] at henergy
  exact lt_of_mul_lt_mul_right (hvar.trans_lt henergy)
    (Finset.sum_nonneg fun i _ => mul_self_nonneg (v i))

end

end RainbowPolaron
```

```lean
#print axioms RainbowPolaron.exists_groundEnergy
-- 'RainbowPolaron.exists_groundEnergy' depends on axioms: [propext, Classical.choice, Quot.sound]
#print axioms RainbowPolaron.rainbow_underbinds
-- 'RainbowPolaron.rainbow_underbinds' depends on axioms: [propext, Classical.choice, Quot.sound]
```

## Three levels, and two

For \(N=3\), \(w=g=1\), set \(x=\mu-1\). The rainbow ladder gives \(x^3-3x=0\), the exact one \(x^3-4x-1=0\). The lowest roots yield
\[
E_x\approx-0.861,\quad E_r=1-\sqrt3\approx-0.732,\quad E=\tfrac{1-\sqrt5}{2}\approx-0.618 .
\]

At \(N=2\) all three matrices coincide, because \(\sqrt1=1\), and both inequalities become equalities. The condition \(N\ge3\) therefore can't be relaxed to \(N\ge2\).

For electron-phonon calculations with the self-consistent Born approximation, which sums the rainbow diagrams, this gives the sign of the ground-energy error in a one-site, one-mode model with a finite phonon cutoff.
